# Nuclear relaxation in the static polarizability and first hyperpolarizability of a one-mode molecule

If the nuclei are held at their field-free positions while a static field is applied, the second field derivative of the energy misses the part of the polarizability that comes from the nuclei moving. A finite-field calculation that re-optimises the geometry at each field, with the orientation of the molecule held fixed, includes that part, and without a formula for it the difference between the two results can be mistaken for numerical error. For one classical vibrational mode with the potential below, relaxation adds $\mu_1^2/k$ to the polarizability, where $\mu_1$ is the slope of the permanent dipole moment along the mode at equilibrium and $k>0$ is the force constant. The third-order response is also fixed by the molecular constants.

In Lean 4 with Mathlib:

```lean
import Mathlib

open Filter Topology

namespace NuclearRelaxation

noncomputable section
```

## Energy, slope and dipole moment

Let $x$ be the nuclear displacement and $F$ the static field along one axis. The constants are the force constant $k$, the cubic anharmonicity $a$, the dipole coefficients $\mu_0,\mu_1,\mu_2$, and the electronic polarizability $\alpha_0$ with its slope $\alpha_1$. All are real numbers in any consistent set of units.

```lean
/-- Constants of a one-mode molecule: force constant `k`, cubic anharmonicity `a`, and the
expansion coefficients of the dipole moment and of the electronic polarizability. -/
structure Molecule where
  k : ℝ
  a : ℝ
  μ₀ : ℝ
  μ₁ : ℝ
  μ₂ : ℝ
  α₀ : ℝ
  α₁ : ℝ
```

The potential energy is

$$V(x,F)=\tfrac12kx^2+ax^3-F\left(\mu_0+\mu_1x+\tfrac12\mu_2x^2\right)-\tfrac12F^2(\alpha_0+\alpha_1x).$$

It has no purely electronic $F^3$ term, so the third-order response found here is due to nuclear relaxation alone. Zero-point motion, other modes and time-dependent fields are also absent.

```lean
/-- Potential energy at nuclear displacement `x` in a static field `F`. -/
def Molecule.energy (m : Molecule) (x F : ℝ) : ℝ :=
  m.k * x ^ 2 / 2 + m.a * x ^ 3 - F * (m.μ₀ + m.μ₁ * x + m.μ₂ * x ^ 2 / 2)
    - F ^ 2 * (m.α₀ + m.α₁ * x) / 2
```

Its slope along the nuclear coordinate is

$$G(x,F)=\frac{\partial V}{\partial x}=kx+3ax^2-F(\mu_1+\mu_2x)-\tfrac12F^2\alpha_1.$$

```lean
/-- Slope of the potential energy along the nuclear coordinate. -/
def Molecule.gradient (m : Molecule) (x F : ℝ) : ℝ :=
  m.k * x + 3 * m.a * x ^ 2 - F * (m.μ₁ + m.μ₂ * x) - F ^ 2 * m.α₁ / 2
```

The dipole moment, permanent plus induced, is

$$M(x,F)=-\frac{\partial V}{\partial F}=\mu_0+\mu_1x+\tfrac12\mu_2x^2+F(\alpha_0+\alpha_1x).$$

```lean
/-- Total dipole moment, permanent plus induced, at displacement `x` in the field `F`. -/
def Molecule.dipole (m : Molecule) (x F : ℝ) : ℝ :=
  m.μ₀ + m.μ₁ * x + m.μ₂ * x ^ 2 / 2 + F * (m.α₀ + m.α₁ * x)
```

## The geometry that follows the field

A relaxed geometry is a function $x(F)$, twice continuously differentiable at $F=0$, with $x(0)=0$ and $\partial V/\partial x=0$ at $x(F)$ for all $F$ near zero. In `IsRelaxed`, the quantifier `∀ᶠ F in 𝓝 0` means "for every field in some neighbourhood of zero", and stationarity is stated with the derivative of `energy` itself, not with the formula for $G$. The condition $x(0)=0$ selects the branch that starts at the field-free equilibrium; for $k>0$ and $a\neq0$ the field-free potential has a second stationary point.

```lean
/-- A geometry `x(F)`, twice continuously differentiable at `F = 0`, that starts at `x(0) = 0` and
is a stationary point of the potential energy for every field near zero. -/
structure IsRelaxed (m : Molecule) (x : ℝ → ℝ) : Prop where
  smooth : ContDiffAt ℝ 2 x 0
  origin : x 0 = 0
  stationary : ∀ᶠ F in 𝓝 (0 : ℝ), deriv (fun y => m.energy y F) (x F) = 0
```

The relaxed energy is $W(F)=V(x(F),F)$.

```lean
/-- Energy `W(F) = V(x(F), F)` of the molecule along the geometry `x(F)`. -/
def Molecule.relaxedEnergy (m : Molecule) (x : ℝ → ℝ) (F : ℝ) : ℝ := m.energy (x F) F
```

## Derivatives along a path

For a path $x(t)$ with velocity $v$, the derivatives of $x^2$ and $x^3$ are $2xv$ and $3x^2v$.

```lean
private lemma hasDerivAt_sq {x : ℝ → ℝ} {v t : ℝ} (h : HasDerivAt x v t) :
    HasDerivAt (fun s => x s ^ 2) (2 * x t * v) t := by
  simpa using h.fun_pow 2

private lemma hasDerivAt_cube {x : ℝ → ℝ} {v t : ℝ} (h : HasDerivAt x v t) :
    HasDerivAt (fun s => x s ^ 3) (3 * x t ^ 2 * v) t := by
  simpa using h.fun_pow 3
```

A function that vanishes throughout a neighbourhood of a point has zero derivative there. This is what allows an equation such as $G=0$ to be differentiated.

```lean
private lemma deriv_zero_of_eventually {g : ℝ → ℝ} {d t : ℝ}
    (hg : ∀ᶠ s in 𝓝 t, g s = 0) (h : HasDerivAt g d t) : d = 0 :=
  h.unique ((hasDerivAt_const t (0 : ℝ)).congr_of_eventuallyEq hg)
```

The smoothness of $x(F)$ supplies $x'(F)$ at every field near zero and $x''(0)$ at zero itself.

```lean
private lemma derivs_of_smooth {x : ℝ → ℝ} (h : ContDiffAt ℝ 2 x 0) :
    (∀ᶠ F in 𝓝 (0 : ℝ), HasDerivAt x (deriv x F) F) ∧
      HasDerivAt (deriv x) (deriv (deriv x) 0) 0 := by
  constructor
  · filter_upwards [h.eventually (by simp)] with F hF
    exact (hF.differentiableAt (by norm_num)).hasDerivAt
  · have h1 : ContDiffAt ℝ 1 (fderiv ℝ x) 0 := h.fderiv_right (le_of_eq one_add_one_eq_two)
    have h2 : ContDiffAt ℝ 1 (fun F => fderiv ℝ x F 1) 0 := h1.clm_apply contDiffAt_const
    have e : deriv x = fun F => fderiv ℝ x F 1 := funext fun _ => rfl
    have h3 : DifferentiableAt ℝ (deriv x) 0 := by
      rw [e]
      exact h2.differentiableAt (by norm_num)
    exact h3.hasDerivAt
```

If displacement and field both depend on $t$, with rates $v$ and $w$, the chain rule gives

$$\frac{dV}{dt}=G\,v-M\,w.$$

The proof differentiates $V$ term by term, and `ring` collects the result into this form.

```lean
/-- When geometry and field both vary, the energy changes at the rate gradient times nuclear
velocity minus dipole moment times rate of change of the field. -/
theorem hasDerivAt_energy (m : Molecule) {x f : ℝ → ℝ} {v w t : ℝ}
    (hx : HasDerivAt x v t) (hf : HasDerivAt f w t) :
    HasDerivAt (fun s => m.energy (x s) (f s))
      (m.gradient (x t) (f t) * v - m.dipole (x t) (f t) * w) t := by
  have h := (((((hasDerivAt_sq hx).const_mul m.k).div_const 2).fun_add
    ((hasDerivAt_cube hx).const_mul m.a)).fun_sub
    (hf.fun_mul (((hx.const_mul m.μ₁).const_add m.μ₀).fun_add
      (((hasDerivAt_sq hx).const_mul m.μ₂).div_const 2)))).fun_sub
    (((hasDerivAt_sq hf).fun_mul ((hx.const_mul m.α₁).const_add m.α₀)).div_const 2)
  refine h.congr_deriv ?_
  unfold Molecule.gradient Molecule.dipole
  ring
```

Holding $F$ fixed and moving $x$ at unit rate means $v=1$, $w=0$, so $dV/dt=G$. Stationarity therefore says $G(x(F),F)=0$ near zero field.

```lean
/-- At a relaxed geometry the gradient vanishes for every field near zero. -/
theorem gradient_eq_zero {m : Molecule} {x : ℝ → ℝ} (hx : IsRelaxed m x) :
    ∀ᶠ F in 𝓝 (0 : ℝ), m.gradient (x F) F = 0 := by
  filter_upwards [hx.stationary] with F h
  have h' := (hasDerivAt_energy m (hasDerivAt_id' (x F)) (hasDerivAt_const (x F) F)).deriv
  have h'' := h'.symm.trans h
  simpa using h''
```

Following the relaxed geometry means $v=x'(F)$, $w=1$. The term $Gx'$ vanishes, which leaves a classical counterpart of the Hellmann–Feynman theorem,

$$W'(F)=-M(x(F),F).$$

Since $x'$ no longer appears, two derivatives of $x$ are enough for three derivatives of $W$.

```lean
/-- Near zero field, the slope of the relaxed energy is minus the dipole moment at the relaxed
geometry. -/
theorem deriv_relaxedEnergy {m : Molecule} {x : ℝ → ℝ} (hx : IsRelaxed m x) :
    deriv (m.relaxedEnergy x) =ᶠ[𝓝 0] fun F => -m.dipole (x F) F := by
  filter_upwards [gradient_eq_zero hx, (derivs_of_smooth hx.smooth).1] with F h hF
  exact (hasDerivAt_energy m hF (hasDerivAt_id' F)).deriv.trans (by simp [h])
```

## How the geometry responds

Differentiating $G(x(F),F)=0$ once gives, for all $F$ near zero,

$$kx'+6axx'-(\mu_1+\mu_2x)-F\mu_2x'-F\alpha_1=0.$$

At $F=0$, where $x=0$, this is $kx'(0)=\mu_1$. Differentiating again gives

$$kx''+6a(x'^2+xx'')-2\mu_2x'-F\mu_2x''-\alpha_1=0,$$

and hence at zero field

$$x'(0)=\frac{\mu_1}{k},\qquad x''(0)=\frac1k\left(\alpha_1+\frac{2\mu_2\mu_1}{k}-\frac{6a\mu_1^2}{k^2}\right).$$

The hypothesis `0 < m.k` says that the field-free equilibrium is stable; here it permits the division by $k$. In the proof, `hg` is the once-differentiated equation, `e1` is its value at zero, and `e2` is the second equation at zero.

```lean
/-- First and second derivatives of the relaxed geometry with respect to the field, at
zero field. -/
theorem geometry_response {m : Molecule} {x : ℝ → ℝ} (hk : 0 < m.k) (hx : IsRelaxed m x) :
    deriv x 0 = m.μ₁ / m.k ∧
    deriv (deriv x) 0 =
      (m.α₁ + 2 * m.μ₂ * (m.μ₁ / m.k) - 6 * m.a * (m.μ₁ / m.k) ^ 2) / m.k := by
  obtain ⟨hd, hdd⟩ := derivs_of_smooth hx.smooth
  -- differentiate the stationarity condition once, at every field near zero
  have hg : ∀ᶠ F in 𝓝 (0 : ℝ), m.k * deriv x F + 6 * m.a * (x F * deriv x F)
      - (m.μ₁ + m.μ₂ * x F) - F * (m.μ₂ * deriv x F) - F * m.α₁ = 0 := by
    filter_upwards [(gradient_eq_zero hx).eventually_nhds, hd] with F h hF
    have h' := (((hF.const_mul m.k).fun_add ((hasDerivAt_sq hF).const_mul (3 * m.a))).fun_sub
      ((hasDerivAt_id' F).fun_mul ((hF.const_mul m.μ₂).const_add m.μ₁))).fun_sub
      (((hasDerivAt_sq (hasDerivAt_id' F)).mul_const m.α₁).div_const 2)
    have h0 := deriv_zero_of_eventually h h'
    beta_reduce at h0
    linear_combination h0
  have e1 := hg.self_of_nhds
  rw [hx.origin] at e1
  have hv : deriv x 0 = m.μ₁ / m.k := by
    rw [eq_div_iff hk.ne']
    linear_combination e1
  refine ⟨hv, ?_⟩
  -- differentiate once more, at zero field
  have h2 := ((((hdd.const_mul m.k).fun_add
    ((hd.self_of_nhds.fun_mul hdd).const_mul (6 * m.a))).fun_sub
    ((hd.self_of_nhds.const_mul m.μ₂).const_add m.μ₁)).fun_sub
    ((hasDerivAt_id' (0 : ℝ)).fun_mul (hdd.const_mul m.μ₂))).fun_sub
    ((hasDerivAt_id' (0 : ℝ)).mul_const m.α₁)
  have e2 := deriv_zero_of_eventually hg h2
  rw [hx.origin, hv] at e2
  rw [eq_div_iff hk.ne']
  linear_combination e2
```

## The second and third field derivatives

Differentiating $W'=-M$ along the relaxed geometry gives

$$-W''=\mu_1x'+\mu_2xx'+\alpha_0+\alpha_1x+F\alpha_1x'.$$

At zero field, with $x'(0)=\mu_1/k$,

$$-W''(0)=\alpha_0+\frac{\mu_1^2}{k}.$$

One more derivative at zero field gives

$$-W'''(0)=\mu_1x''(0)+\mu_2x'(0)^2+2\alpha_1x'(0).$$

Inserting the geometry response,

$$-W'''(0)=\frac{\mu_1\alpha_1}{k}+\frac{2\mu_2\mu_1^2}{k^2}-\frac{6a\mu_1^3}{k^3}+\frac{\mu_2\mu_1^2}{k^2}+\frac{2\mu_1\alpha_1}{k},$$

which simplifies to

$$-W'''(0)=\frac{3\mu_1\alpha_1}{k}+\frac{3\mu_2\mu_1^2}{k^2}-\frac{6a\mu_1^3}{k^3}.$$

The theorem states both formulas for every molecule with $k>0$ and every relaxed geometry. The convention is that the responses are the derivatives themselves, with no factorials divided out. In the proof, `h2` is the formula for $W''$ near zero and `h3` differentiates it; `field_simp` and `ring` carry out the last simplification.

```lean
/-- Nuclear relaxation: the second and third field derivatives of the relaxed energy at zero field,
with reversed sign, are the electronic polarizability plus `μ₁²/k`, and a sum of three terms from
the polarizability slope, the dipole curvature and the cubic anharmonicity. -/
theorem nuclear_relaxation {m : Molecule} {x : ℝ → ℝ} (hk : 0 < m.k) (hx : IsRelaxed m x) :
    -deriv (deriv (m.relaxedEnergy x)) 0 = m.α₀ + m.μ₁ ^ 2 / m.k ∧
    -deriv (deriv (deriv (m.relaxedEnergy x))) 0 =
      3 * m.μ₁ * m.α₁ / m.k + 3 * m.μ₂ * m.μ₁ ^ 2 / m.k ^ 2
        - 6 * m.a * m.μ₁ ^ 3 / m.k ^ 3 := by
  obtain ⟨hd, hdd⟩ := derivs_of_smooth hx.smooth
  obtain ⟨hv, hw⟩ := geometry_response hk hx
  -- the second derivative of W is minus the total field derivative of the dipole
  have h2 : deriv (deriv (m.relaxedEnergy x)) =ᶠ[𝓝 0] fun F =>
      -(m.μ₁ * deriv x F + m.μ₂ * (x F * deriv x F) + (m.α₀ + m.α₁ * x F)
        + F * (m.α₁ * deriv x F)) := by
    filter_upwards [(deriv_relaxedEnergy hx).eventuallyEq_nhds, hd] with F h hF
    have h' := ((((hF.const_mul m.μ₁).const_add m.μ₀).fun_add
      (((hasDerivAt_sq hF).const_mul m.μ₂).div_const 2)).fun_add
      ((hasDerivAt_id' F).fun_mul ((hF.const_mul m.α₁).const_add m.α₀))).fun_neg
    refine h.deriv_eq.trans (h'.deriv.trans ?_)
    ring
  have h3 := ((((hdd.const_mul m.μ₁).fun_add
    ((hd.self_of_nhds.fun_mul hdd).const_mul m.μ₂)).fun_add
    ((hd.self_of_nhds.const_mul m.α₁).const_add m.α₀)).fun_add
    ((hasDerivAt_id' (0 : ℝ)).fun_mul (hdd.const_mul m.α₁))).fun_neg
  constructor
  · rw [h2.eq_of_nhds, hx.origin, hv]
    ring
  · rw [h2.deriv_eq, h3.deriv, hx.origin, hv, hw]
    field_simp
    ring
```

## A relaxed geometry in closed form

Such a geometry exists for every molecule with $k>0$. Let $N$ be the force that the field exerts on the nuclei at $x=0$,

$$N(F)=F\mu_1+\tfrac12F^2\alpha_1.$$

```lean
/-- Force exerted by the field on the nuclei at zero displacement. -/
def Molecule.drive (m : Molecule) (F : ℝ) : ℝ := F * m.μ₁ + F ^ 2 * (m.α₁ / 2)
```

Let $D$ be the curvature of the potential at $x=0$ in the field,

$$D(F)=k-F\mu_2.$$

```lean
/-- Curvature of the potential energy at zero displacement in the field `F`. -/
def Molecule.stiffness (m : Molecule) (F : ℝ) : ℝ := m.k - F * m.μ₂
```

Stationarity is then the quadratic equation $3ax^2+Dx-N=0$. The root that starts at $x=0$ can be written

$$x(F)=\frac{2N}{D+s},\qquad s=\sqrt{D^2+12aN},$$

a form that also covers $a=0$, where it reduces near zero field to $N/D$.

```lean
/-- An explicit geometry in closed form, built from the drive, the stiffness and the
anharmonicity. -/
def Molecule.closedGeometry (m : Molecule) (F : ℝ) : ℝ :=
  2 * m.drive F / (m.stiffness F + √(m.stiffness F ^ 2 + 12 * m.a * m.drive F))
```

At $F=0$ we have $N=0$ and $D=k>0$. By continuity, $D$ and the radicand stay positive near zero field, so the root is smooth there. To check stationarity, multiply $G$ by $(D+s)^2$ and use $x(D+s)=2N$:

$$(D+s)^2G=12aN^2+2ND(D+s)-N(D+s)^2=N(12aN+D^2-s^2)=0.$$

Since $D+s>0$, it follows that $G=0$. In the proof, `hy` is the relation $x(D+s)=2N$, `hs` is $s^2=D^2+12aN$, and `hq` is the displayed identity.

```lean
/-- For every molecule with positive force constant, the closed-form geometry is a relaxed
geometry. -/
theorem closedGeometry_witness (m : Molecule) (hk : 0 < m.k) :
    IsRelaxed m m.closedGeometry := by
  have hN : ContDiff ℝ 2 m.drive := by
    change ContDiff ℝ 2 (fun F : ℝ => F * m.μ₁ + F ^ 2 * (m.α₁ / 2))
    fun_prop
  have hD : ContDiff ℝ 2 m.stiffness := by
    change ContDiff ℝ 2 (fun F : ℝ => m.k - F * m.μ₂)
    fun_prop
  have hS : ContDiff ℝ 2 (fun F => m.stiffness F ^ 2 + 12 * m.a * m.drive F) :=
    (hD.pow 2).add (contDiff_const.mul hN)
  have d0 : 0 < m.stiffness 0 := by simpa [Molecule.stiffness] using hk
  have n0 : m.drive 0 = 0 := by simp [Molecule.drive]
  have s0 : 0 < m.stiffness 0 ^ 2 + 12 * m.a * m.drive 0 := by
    rw [n0, mul_zero, add_zero]
    exact pow_pos d0 2
  refine ⟨?_, by simp [Molecule.closedGeometry, n0], ?_⟩
  · exact (contDiff_const.mul hN).contDiffAt.div
      (hD.contDiffAt.add (hS.contDiffAt.sqrt s0.ne'))
      (add_pos_of_pos_of_nonneg d0 (Real.sqrt_nonneg _)).ne'
  · have ev1 : ∀ᶠ F in 𝓝 (0 : ℝ), 0 < m.stiffness F :=
      (isOpen_lt continuous_const hD.continuous).mem_nhds d0
    have ev2 : ∀ᶠ F in 𝓝 (0 : ℝ), 0 < m.stiffness F ^ 2 + 12 * m.a * m.drive F :=
      (isOpen_lt continuous_const hS.continuous).mem_nhds s0
    filter_upwards [ev1, ev2] with F h1 h2
    have hs := Real.sq_sqrt h2.le
    have hp := add_pos_of_pos_of_nonneg h1
      (Real.sqrt_nonneg (m.stiffness F ^ 2 + 12 * m.a * m.drive F))
    have hy : m.closedGeometry F *
        (m.stiffness F + √(m.stiffness F ^ 2 + 12 * m.a * m.drive F)) = 2 * m.drive F :=
      div_mul_cancel₀ _ hp.ne'
    rw [(hasDerivAt_energy m (hasDerivAt_id' (m.closedGeometry F))
      (hasDerivAt_const (m.closedGeometry F) F)).deriv]
    generalize √(m.stiffness F ^ 2 + 12 * m.a * m.drive F) = s at hs hp hy
    generalize m.closedGeometry F = y at hy ⊢
    -- the stationarity condition is a quadratic equation solved by y
    have hq : (m.stiffness F + s) ^ 2 * m.gradient y F = 0 := by
      have hG : m.gradient y F = 3 * m.a * y ^ 2 + m.stiffness F * y - m.drive F := by
        unfold Molecule.gradient Molecule.stiffness Molecule.drive
        ring
      rw [hG]
      linear_combination (3 * m.a * (y * (m.stiffness F + s) + 2 * m.drive F)
        + m.stiffness F * (m.stiffness F + s)) * hy - m.drive F * hs
    have hz := (mul_eq_zero.mp hq).resolve_left (pow_ne_zero 2 hp.ne')
    simp [hz]

end

end NuclearRelaxation
```

```lean
#print axioms NuclearRelaxation.nuclear_relaxation
```

```
'NuclearRelaxation.nuclear_relaxation' depends on axioms: [propext, Classical.choice, Quot.sound]
```
